# Splitting the squared norm and energy form when one orthonormal basis function is added to a real symmetric Hamiltonian

A real symmetric Hamiltonian matrix is truncated to its first `k + 2` basis functions, taken as orthonormal, and a real coefficient vector `x` is split into its first `k + 1` entries `y` and its last entry `z`. The theorem `border_split` states that the squared norm of `x` is that of `y` plus `z ^ 2`, and that its energy form is that of `y` in the smaller block, plus `2 * z` times the coupling sum of `H i (k + 1) * y i`, plus `H (k + 1) (k + 1) * z ^ 2`. The vector need not be normalised, so for nonzero `x` the energy expectation value is the energy form divided by the squared norm. The attempt writes the products as sums, separates the last terms, and uses the symmetry of `H` to combine the two cross terms.

As first written in Lean, the proof fails:

```lean
import Mathlib

open Matrix

namespace BorderSplit

/-- The Hamiltonian matrix truncated to its first `k + 1` basis functions. -/
def block (H : Matrix ℕ ℕ ℝ) (k : ℕ) : Matrix (Fin (k + 1)) (Fin (k + 1)) ℝ :=
  Matrix.of fun i j => H i j

/-- For a symmetric Hamiltonian, the squared norm and the energy form of a vector split into
the old part `y`, the amplitude `z` of the new basis function, and their coupling. -/
theorem border_split {H : Matrix ℕ ℕ ℝ} (hH : H.IsSymm) {k : ℕ} (x : Fin (k + 1 + 1) → ℝ)
    (y : Fin (k + 1) → ℝ) (z : ℝ) (hy : ∀ i, x (Fin.castSucc i) = y i)
    (hz : x (Fin.last (k + 1)) = z) :
    x ⬝ᵥ x = y ⬝ᵥ y + z ^ 2 ∧
    x ⬝ᵥ block H (k + 1) *ᵥ x = y ⬝ᵥ block H k *ᵥ y
      + 2 * z * ((fun i : Fin (k + 1) => H i (k + 1)) ⬝ᵥ y) + H (k + 1) (k + 1) * z ^ 2 := by
  have hc : ∀ i : Fin (k + 1), ((Fin.castSucc i : Fin (k + 1 + 1)) : ℕ) = i := fun _ => rfl
  have hl : ((Fin.last (k + 1) : Fin (k + 1 + 1)) : ℕ) = k + 1 := rfl
  have hs : ∑ j : Fin (k + 1), H (k + 1) j * y j = ∑ j : Fin (k + 1), H j (k + 1) * y j :=
    Finset.sum_congr rfl fun j _ => by rw [hH.apply]
  have h2 : ∑ i : Fin (k + 1), y i * (H i (k + 1) * z)
      = z * ∑ i : Fin (k + 1), H i (k + 1) * y i := by
    rw [Finset.mul_sum]
    exact Finset.sum_congr rfl fun i _ => by ring
  constructor
  · simp only [dotProduct, Fin.sum_univ_castSucc, hy, hz]
    ring
  · simp only [dotProduct, Matrix.mulVec, block, Matrix.of_apply, Fin.sum_univ_castSucc,
      hc, hl, hy, hz, mul_add, Finset.sum_add_distrib]
    rw [hs, h2]
    ring

end BorderSplit
```

Lean reports:

```
Main.lean:32:8: error: Tactic `rewrite` failed: Did not find an occurrence of the pattern
  ∑ j, H (k + 1) ↑j * y j
in the target expression
  ∑ i, y i.castSucc * ∑ x, H ↑i.castSucc ↑x.castSucc * y x.castSucc +
            y (Fin.last k) * ∑ x, H ↑(Fin.last k) ↑x.castSucc * y x.castSucc +
          z * ∑ x, H (k + 1) ↑x.castSucc * y x.castSucc +
        (∑ i, y i.castSucc * (H ↑i.castSucc ↑(Fin.last k) * y (Fin.last k)) +
            y (Fin.last k) * (H ↑(Fin.last k) ↑(Fin.last k) * y (Fin.last k)) +
          z * (H (k + 1) ↑(Fin.last k) * y (Fin.last k))) +
      (∑ i, y i.castSucc * (H (↑i.castSucc) (k + 1) * z) + y (Fin.last k) * (H (↑(Fin.last k)) (k + 1) * z) +
        z * (H (k + 1) (k + 1) * z)) =
    ∑ i, y i.castSucc * ∑ x, H ↑i.castSucc ↑x.castSucc * y x.castSucc +
            y (Fin.last k) * ∑ x, H ↑(Fin.last k) ↑x.castSucc * y x.castSucc +
          (∑ i, y i.castSucc * (H ↑i.castSucc ↑(Fin.last k) * y (Fin.last k)) +
            y (Fin.last k) * (H ↑(Fin.last k) ↑(Fin.last k) * y (Fin.last k))) +
        (2 * z * ∑ i, H (↑i.castSucc) (k + 1) * y i.castSucc + 2 * z * (H (↑(Fin.last k)) (k + 1) * y (Fin.last k))) +
      H (k + 1) (k + 1) * z ^ 2

case right
H : Matrix ℕ ℕ ℝ
hH : H.IsSymm
k : ℕ
x : Fin (k + 1 + 1) → ℝ
y : Fin (k + 1) → ℝ
z : ℝ
hy : ∀ (i : Fin (k + 1)), x i.castSucc = y i
hz : x (Fin.last (k + 1)) = z
hc : ∀ (i : Fin (k + 1)), ↑i.castSucc = ↑i
hl : ↑(Fin.last (k + 1)) = k + 1
hs : ∑ j, H (k + 1) ↑j * y j = ∑ j, H (↑j) (k + 1) * y j
h2 : ∑ i, y i * (H (↑i) (k + 1) * z) = z * ∑ i, H (↑i) (k + 1) * y i
⊢ ∑ i, y i.castSucc * ∑ x, H ↑i.castSucc ↑x.castSucc * y x.castSucc +
            y (Fin.last k) * ∑ x, H ↑(Fin.last k) ↑x.castSucc * y x.castSucc +
          z * ∑ x, H (k + 1) ↑x.castSucc * y x.castSucc +
        (∑ i, y i.castSucc * (H ↑i.castSucc ↑(Fin.last k) * y (Fin.last k)) +
            y (Fin.last k) * (H ↑(Fin.last k) ↑(Fin.last k) * y (Fin.last k)) +
          z * (H (k + 1) ↑(Fin.last k) * y (Fin.last k))) +
      (∑ i, y i.castSucc * (H (↑i.castSucc) (k + 1) * z) + y (Fin.last k) * (H (↑(Fin.last k)) (k + 1) * z) +
        z * (H (k + 1) (k + 1) * z)) =
    ∑ i, y i.castSucc * ∑ x, H ↑i.castSucc ↑x.castSucc * y x.castSucc +
            y (Fin.last k) * ∑ x, H ↑(Fin.last k) ↑x.castSucc * y x.castSucc +
          (∑ i, y i.castSucc * (H ↑i.castSucc ↑(Fin.last k) * y (Fin.last k)) +
            y (Fin.last k) * (H ↑(Fin.last k) ↑(Fin.last k) * y (Fin.last k))) +
        (2 * z * ∑ i, H (↑i.castSucc) (k + 1) * y i.castSucc + 2 * z * (H (↑(Fin.last k)) (k + 1) * y (Fin.last k))) +
      H (k + 1) (k + 1) * z ^ 2

Note: The target expression is not type-correct under the `implicit` transparency level, which may have triggered the failure. This is usually caused by unfolding of semireducible definitions in prior tactic steps. Use `set_option linter.tacticCheckInstances true` to investigate the source of the issue.
Full error:
  function expected
    H ↑i.castSucc
```

Cause. The error says that `rw [hs, h2]` can't find the left side of `hs`, a sum over all `k + 1` old basis functions. `Fin.sum_univ_castSucc` applies to a sum over `Fin (n + 1)` for any `n`, so `simp only` first split off the new function and then split the old sums too. The terms in `Fin.last k` in the goal are the result.

Fixing `n := k + 1` restricts the lemma to sums over `Fin (k + 1 + 1)`, which leaves the old sums whole, as `hs` and `h2` have them. `linear_combination z * hs + h2` then adds `z` times the first equation to the second and leaves the remaining algebra to `ring1`, with no pattern to find in the goal.

Lean also notes that the goal is not type-correct at `implicit` transparency, where `H` is not seen as a function, and that this may have triggered the failure. The missing sum is enough to explain the error, and the messages don't show whether `rw` would have worked once the sums were whole.

The same restriction in the norm part is tidying, as no error was reported there.

The repair, with which the file compiles:

```diff
@@ -26,10 +26,9 @@
     exact Finset.sum_congr rfl fun i _ => by ring
   constructor
-  · simp only [dotProduct, Fin.sum_univ_castSucc, hy, hz]
+  · simp only [dotProduct, Fin.sum_univ_castSucc (n := k + 1), hy, hz]
     ring
-  · simp only [dotProduct, Matrix.mulVec, block, Matrix.of_apply, Fin.sum_univ_castSucc,
-      hc, hl, hy, hz, mul_add, Finset.sum_add_distrib]
-    rw [hs, h2]
-    ring
+  · simp only [dotProduct, Matrix.mulVec, block, Matrix.of_apply,
+      Fin.sum_univ_castSucc (n := k + 1), hc, hl, hy, hz, mul_add, Finset.sum_add_distrib]
+    linear_combination z * hs + h2
 
 end BorderSplit
```
